# Rényi entropies of a finite spectrum never increase with their positive order

Let $p$ be a probability vector on a finite set, and let $0<a<c$ be two orders, both different from 1. The Rényi entropies

$$H_a=\frac{\ln\sum_i p_i^a}{1-a}$$

satisfy $H_c\le H_a$, with equality exactly when all nonzero $p_i$ are equal. If $1<a\le c$, the decrease is limited by

$$H_a\le \frac{a}{a-1}\,\frac{c-1}{c}\,H_c .$$

In quantum mechanics the $p_i$ are the eigenvalues of a density matrix $\rho$, often the reduced density matrix of a subsystem, and $H_a=\ln\operatorname{Tr}\rho^a/(1-a)$. Some simulation methods give access only to integer orders. For a finite spectrum, the orders 2 and 3 must then obey $H_3\le H_2\le\tfrac43H_3$, which can be checked on computed values within their statistical errors.

## Convexity of the logarithmic partition function

Write $Z(x)=\sum_i p_i^x$ for $x>0$. With $p_i=e^{-E_i}$ for the nonzero entries, this is a partition function at inverse temperature $x$, in units where both $E_i$ and $x$ are dimensionless. Some $p_i$ is positive, since the sum is one, so $Z(x)>0$.

Call the spectrum flat if all its positive entries are equal, and suppose first that it is not. Take positive $x\ne y$ and weights $t,s>0$ with $t+s=1$. Put $A=Z(x)$, $B=Z(y)$, and

$$u_i=p_i^x/A,\qquad v_i=p_i^y/B .$$

Both families sum to one. The weighted arithmetic-geometric inequality gives $u_i^t v_i^s\le t u_i+s v_i$, strictly if $u_i$ and $v_i$ are positive and different. Such an index exists. Otherwise every positive $p_k$ would satisfy

$$x\ln p_k-\ln A=y\ln p_k-\ln B,$$

and subtracting this relation for two indices $i,j$ would give $(x-y)(\ln p_i-\ln p_j)=0$, hence $p_i=p_j$ and a flat spectrum. Summing over $i$ therefore yields $\sum_i u_i^t v_i^s<t+s=1$. Since $u_i^t v_i^s=p_i^{tx+sy}/(A^tB^s)$,

$$Z(tx+sy)<A^tB^s,\qquad \ln Z(tx+sy)<t\ln Z(x)+s\ln Z(y).$$

So $f=\ln Z$ is strictly convex on the positive axis.

## Entropies as secant slopes

Because $f(1)=\ln 1=0$,

$$H_a=-\frac{f(a)-f(1)}{a-1}=-\frac{f(a)}{a-1}.$$

The entropy is minus the slope of the secant of $f$ between 1 and $a$. These slopes increase strictly with $a$:

- If $1<a<c$, then $a$ lies between 1 and $c$, and convexity gives $f(a)<\frac{a-1}{c-1}f(c)$. Divide by $a-1>0$.
- If $a<c<1$, then $f(c)<\frac{1-c}{1-a}f(a)$. Divide by $c-1<0$, which reverses the inequality.
- If $a<1<c$, then $0=f(1)<\frac{(c-1)f(a)+(1-a)f(c)}{c-a}$. Multiply by $c-a$ and divide by $(c-1)(1-a)>0$.

Each case gives $f(a)/(a-1)<f(c)/(c-1)$, that is, $H_c<H_a$.

If the spectrum is flat with common positive value $q$, then $p_i^a=p_i\,q^{a-1}$ for every $i$, zero entries included. Hence $Z(a)=q^{a-1}$ and $H_a=-\ln q$ at every order. This settles both the inequality and the case of equality.

For the bound in the other direction let $1<a\le c$ and $r=c/a-1\ge0$. A single term is at most the whole sum, $p_i^a\le Z(a)$, so

$$p_i^c=p_i^a\,(p_i^a)^r\le p_i^a\,Z(a)^r .$$

Summation gives $Z(c)\le Z(a)^{c/a}$. Taking logarithms and inserting $\ln Z(a)=-(a-1)H_a$ and $\ln Z(c)=-(c-1)H_c$,

$$-(c-1)H_c\le-\frac{c}{a}(a-1)H_a ,$$

which rearranges to the stated bound.

## Spectra and entropies in Lean

The states are labelled by a finite type `ι`, and the spectrum is a function `p : ι → ℝ`.

```lean
import Mathlib

open Finset

namespace RenyiMonotonicity

noncomputable section

variable {ι : Type*} [Fintype ι]
```

`IsProbability p` collects the two physical requirements: nonnegative probabilities and total probability one. Zero entries are allowed.

```lean
/-- A probability vector on a finite set: nonnegative entries with sum one. -/
structure IsProbability (p : ι → ℝ) : Prop where
  nonneg : ∀ i, 0 ≤ p i
  sum_one : ∑ i, p i = 1
```

The partition function $Z$ is `powerSum`, with a real exponent.

```lean
/-- The power sum `∑ p_i ^ s`. If all `p_i` are positive, it is a partition function with `s` as
inverse temperature and energies `-ln p_i`. -/
def powerSum (p : ι → ℝ) (s : ℝ) : ℝ := ∑ i, p i ^ s
```

The entropy uses the natural logarithm. At order 1 the formula divides by zero and Lean returns 0, not the Shannon entropy, so the theorems exclude that order.

```lean
/-- The Rényi entropy `ln (∑ p_i ^ a) / (1 - a)` of a probability vector,
for positive orders `a ≠ 1`. -/
def renyi (p : ι → ℝ) (a : ℝ) : ℝ := Real.log (powerSum p a) / (1 - a)
```

`Flat` compares only positive entries. A pure state, with one entry equal to 1 and the rest 0, is therefore flat.

```lean
/-- A spectrum is flat if all its positive entries are equal. -/
def Flat (p : ι → ℝ) : Prop := ∀ i j, 0 < p i → 0 < p j → p i = p j
```

The theorems start from a list of eigenvalues. The passage from a density matrix to that list, $\operatorname{Tr}\rho^a=\sum_i p_i^a$, is the spectral theorem and has to be supplied separately; infinite-dimensional systems need a further argument.

## Positivity and the strict mean inequality

If no entry were positive, all would vanish and their sum would be 0 instead of 1.

```lean
/-- A probability vector has at least one positive entry. -/
theorem exists_pos {p : ι → ℝ} (hp : IsProbability p) : ∃ i, 0 < p i := by
  by_contra h
  have h0 : ∑ i, p i = 0 := Finset.sum_eq_zero fun i _ =>
    le_antisymm (not_lt.1 fun hi => h ⟨i, hi⟩) (hp.nonneg i)
  exact one_ne_zero (hp.sum_one.symm.trans h0)
```

One positive term and otherwise nonnegative terms make the power sum positive, which justifies the logarithms later.

```lean
/-- The power sum of a probability vector is positive at every real exponent. -/
theorem powerSum_pos {p : ι → ℝ} (hp : IsProbability p) (s : ℝ) : 0 < powerSum p s := by
  obtain ⟨i, hi⟩ := exists_pos hp
  exact Finset.sum_pos' (fun j _ => Real.rpow_nonneg (hp.nonneg j) s)
    ⟨i, Finset.mem_univ i, Real.rpow_pos_of_pos hi s⟩
```

The strict mean inequality for two different positive numbers comes from the strict concavity of the logarithm, $t\ln u+s\ln v<\ln(tu+sv)$, followed by exponentiation.

```lean
/-- For two different positive numbers and positive weights with sum one, the weighted
geometric mean is strictly below the weighted arithmetic mean. -/
theorem geom_lt_arith {u v t s : ℝ} (hu : 0 < u) (hv : 0 < v) (huv : u ≠ v)
    (ht : 0 < t) (hs : 0 < s) (hts : t + s = 1) : u ^ t * v ^ s < t * u + s * v := by
  have h := strictConcaveOn_log_Ioi.2 (Set.mem_Ioi.2 hu) (Set.mem_Ioi.2 hv) huv ht hs hts
  simp only [smul_eq_mul] at h
  have hpos : 0 < t * u + s * v := by positivity
  rw [Real.rpow_def_of_pos hu, Real.rpow_def_of_pos hv, ← Real.exp_add,
    ← Real.lt_log_iff_exp_lt hpos]
  linarith
```

## Strict convexity for spectra that are not flat

`StrictConvexOn ℝ (Set.Ioi 0)` means strict convexity on the positive axis. The letter `s` is the exponent in the statement, but in the proof it is a weight, as in the derivation above.

The step `hdiff` finds the index where the normalised weights differ, by showing that their agreement everywhere would make the spectrum flat. `hsum` adds up the mean inequalities, using the strict one at that index. `hterm` factors $A^tB^s$ out of each term, and `hZ` is the resulting inequality for $Z$.

```lean
/-- The logarithm of the power sum of a probability vector that is not flat is strictly
convex in the exponent, on positive exponents. -/
theorem strictConvexOn_log_powerSum {p : ι → ℝ} (hp : IsProbability p) (hf : ¬ Flat p) :
    StrictConvexOn ℝ (Set.Ioi 0) (fun s => Real.log (powerSum p s)) := by
  refine ⟨convex_Ioi 0, ?_⟩
  intro x hx y hy hxy t s ht hs hts
  have hx' : 0 < x := hx
  have hy' : 0 < y := hy
  have hA := powerSum_pos hp x
  have hB := powerSum_pos hp y
  have hAs : ∑ i, p i ^ x = powerSum p x := rfl
  have hBs : ∑ i, p i ^ y = powerSum p y := rfl
  generalize powerSum p x = A at *
  generalize powerSum p y = B at *
  have hAt : 0 < A ^ t := Real.rpow_pos_of_pos hA t
  have hBt : 0 < B ^ s := Real.rpow_pos_of_pos hB s
  -- the normalised weights at the exponents x and y differ somewhere
  have hdiff : ∃ k, 0 < p k ∧ p k ^ x / A ≠ p k ^ y / B := by
    by_contra hcon
    have hlog : ∀ k, 0 < p k →
        x * Real.log (p k) - Real.log A = y * Real.log (p k) - Real.log B := by
      intro k hk
      have h : p k ^ x / A = p k ^ y / B := by_contra fun h => hcon ⟨k, hk, h⟩
      have h' := congrArg Real.log h
      rwa [Real.log_div (Real.rpow_pos_of_pos hk x).ne' hA.ne',
        Real.log_div (Real.rpow_pos_of_pos hk y).ne' hB.ne',
        Real.log_rpow hk, Real.log_rpow hk] at h'
    apply hf
    intro i j hi hj
    have h0 : (x - y) * (Real.log (p i) - Real.log (p j)) = 0 := by
      linear_combination hlog i hi - hlog j hj
    rcases mul_eq_zero.1 h0 with h | h
    · exact absurd (sub_eq_zero.1 h) hxy
    · exact Real.log_injOn_pos (Set.mem_Ioi.2 hi) (Set.mem_Ioi.2 hj) (sub_eq_zero.1 h)
  obtain ⟨k, hk, hne⟩ := hdiff
  have hu : ∀ i, 0 ≤ p i ^ x / A := fun i =>
    div_nonneg (Real.rpow_nonneg (hp.nonneg i) x) hA.le
  have hv : ∀ i, 0 ≤ p i ^ y / B := fun i =>
    div_nonneg (Real.rpow_nonneg (hp.nonneg i) y) hB.le
  -- sum the arithmetic-geometric inequality over all states
  have hsum : ∑ i, (p i ^ x / A) ^ t * (p i ^ y / B) ^ s < 1 := by
    calc ∑ i, (p i ^ x / A) ^ t * (p i ^ y / B) ^ s
        < ∑ i, (t * (p i ^ x / A) + s * (p i ^ y / B)) :=
          Finset.sum_lt_sum
            (fun i _ => Real.geom_mean_le_arith_mean2_weighted ht.le hs.le (hu i) (hv i) hts)
            ⟨k, Finset.mem_univ k, geom_lt_arith (div_pos (Real.rpow_pos_of_pos hk x) hA)
              (div_pos (Real.rpow_pos_of_pos hk y) hB) hne ht hs hts⟩
      _ = 1 := by
          rw [Finset.sum_add_distrib, ← Finset.mul_sum, ← Finset.mul_sum, ← Finset.sum_div,
            ← Finset.sum_div, hAs, hBs, div_self hA.ne', div_self hB.ne', mul_one, mul_one, hts]
  have hterm : ∀ i, p i ^ (t * x + s * y)
      = A ^ t * B ^ s * ((p i ^ x / A) ^ t * (p i ^ y / B) ^ s) := by
    intro i
    rw [Real.div_rpow (Real.rpow_nonneg (hp.nonneg i) x) hA.le,
      Real.div_rpow (Real.rpow_nonneg (hp.nonneg i) y) hB.le,
      ← Real.rpow_mul (hp.nonneg i), ← Real.rpow_mul (hp.nonneg i),
      Real.rpow_add_of_nonneg (hp.nonneg i) (by positivity) (by positivity),
      mul_comm t x, mul_comm s y]
    field_simp
  have hZ : powerSum p (t * x + s * y) < A ^ t * B ^ s := by
    calc powerSum p (t * x + s * y)
        = A ^ t * B ^ s * ∑ i, (p i ^ x / A) ^ t * (p i ^ y / B) ^ s := by
          rw [Finset.mul_sum]
          exact Finset.sum_congr rfl fun i _ => hterm i
      _ < A ^ t * B ^ s * 1 := mul_lt_mul_of_pos_left hsum (mul_pos hAt hBt)
      _ = A ^ t * B ^ s := mul_one _
  have hfin := Real.log_lt_log (powerSum_pos hp _) hZ
  rw [Real.log_mul hAt.ne' hBt.ne', Real.log_rpow hA, Real.log_rpow hB, ← hAs, ← hBs] at hfin
  exact hfin
```

## Flat spectra and monotonicity

For a flat spectrum, `hterm` is the identity $p_i^a=p_i\,q^{a-1}$ with $q$ written as `p j`. Its proof treats zero and positive entries separately.

```lean
/-- For a flat probability vector the Rényi entropy of every positive order `a ≠ 1` is minus the
logarithm of the common positive probability. -/
theorem renyi_of_flat {p : ι → ℝ} (hp : IsProbability p) (hf : Flat p) {j : ι}
    (hj : 0 < p j) {a : ℝ} (ha : 0 < a) (ha1 : a ≠ 1) : renyi p a = -Real.log (p j) := by
  have hterm : ∀ i, p i ^ a = p i * p j ^ (a - 1) := by
    intro i
    rcases (hp.nonneg i).eq_or_lt with h | h
    · rw [← h, Real.zero_rpow ha.ne', zero_mul]
    · rw [hf i j h hj, Real.rpow_sub_one hj.ne', mul_div_cancel₀ _ hj.ne']
  have hZ : powerSum p a = p j ^ (a - 1) := by
    unfold powerSum
    rw [Finset.sum_congr rfl fun i _ => hterm i, ← Finset.sum_mul, hp.sum_one, one_mul]
  have h1 : 1 - a ≠ 0 := sub_ne_zero.2 ha1.symm
  rw [renyi, hZ, Real.log_rpow hj, div_eq_iff h1]
  ring
```

For the remaining spectra, `e` rewrites the entropy as minus a secant slope, and `h1` records $Z(1)=1$. Mathlib's `secant_strict_mono` contains the three cases worked out above, so orders on either side of 1 are treated together.

```lean
/-- If a probability vector is not flat, its Rényi entropy strictly decreases with the order, for
positive orders different from 1. -/
theorem renyi_strict {p : ι → ℝ} (hp : IsProbability p) (hf : ¬ Flat p) {a c : ℝ}
    (ha : 0 < a) (hac : a < c) (ha1 : a ≠ 1) (hc1 : c ≠ 1) : renyi p c < renyi p a := by
  -- the entropy is minus the slope of the secant through the exponent 1
  have e : ∀ s, renyi p s = -(Real.log (powerSum p s) / (s - 1)) := by
    intro s
    rw [renyi, ← neg_sub s 1, div_neg]
  have h1 : powerSum p 1 = 1 := by simp [powerSum, hp.sum_one]
  have h := (strictConvexOn_log_powerSum hp hf).secant_strict_mono
    (Set.mem_Ioi.2 one_pos) (Set.mem_Ioi.2 ha) (Set.mem_Ioi.2 (ha.trans hac)) ha1 hc1 hac
  simp only [h1, Real.log_one, sub_zero] at h
  rw [e a, e c]
  linarith
```

The main theorem combines the two kinds of spectrum. Its hypotheses say that `p` is a probability vector, that $0<a<c$, and that neither order is 1.

```lean
/-- **Rényi monotonicity**: for positive orders `a < c`, both different from 1, the Rényi
entropy of order `a` of a probability vector is at least that of order `c`. -/
theorem renyi_monotonicity {p : ι → ℝ} (hp : IsProbability p) {a c : ℝ}
    (ha : 0 < a) (hac : a < c) (ha1 : a ≠ 1) (hc1 : c ≠ 1) : renyi p c ≤ renyi p a := by
  by_cases hf : Flat p
  · obtain ⟨j, hj⟩ := exists_pos hp
    rw [renyi_of_flat hp hf hj ha ha1, renyi_of_flat hp hf hj (ha.trans hac) hc1]
  · exact (renyi_strict hp hf ha hac ha1 hc1).le
```

Normalisation matters here. Take a single entry $p=(1/2)$, as might remain after truncating a spectrum without rescaling it. Then $H_{1/2}=-\ln2$ while $H_2=2\ln2$, so the entropy rises with the order. Requiring only $\sum_i p_i\le1$ is thus not enough.

The equality criterion follows from the same two results: a strict decrease rules out equality unless the spectrum is flat, and on a flat spectrum both entropies are $-\ln q$.

```lean
/-- The Rényi entropies of a probability vector at two positive orders `a < c`, both different from
1, coincide exactly when the vector is flat. -/
theorem renyi_eq_iff_flat {p : ι → ℝ} (hp : IsProbability p) {a c : ℝ}
    (ha : 0 < a) (hac : a < c) (ha1 : a ≠ 1) (hc1 : c ≠ 1) :
    renyi p a = renyi p c ↔ Flat p := by
  constructor
  · intro h
    by_contra hf
    exact (renyi_strict hp hf ha hac ha1 hc1).ne' h
  · intro hf
    obtain ⟨j, hj⟩ := exists_pos hp
    rw [renyi_of_flat hp hf hj ha ha1, renyi_of_flat hp hf hj (ha.trans hac) hc1]
```

## Limiting the decrease above order 1

The last theorem needs $1<a\le c$. Here `hterm` bounds each $p_i^c$ by $p_i^a\,Z(a)^{c/a-1}$, `hsum` sums these bounds, and `hlog` takes logarithms. The identity `hdiff` writes the right side minus the left side of the claim as

$$\frac{a}{c(a-1)}\left(\frac{c}{a}\ln Z(a)-\ln Z(c)\right),$$

a product of two nonnegative factors.

```lean
/-- A bound on the decrease: for a probability vector and orders `1 < a ≤ c`, the Rényi entropy of
order `a` is at most `a / (a - 1) * ((c - 1) / c)` times that of order `c`. -/
theorem renyi_reverse_bound {p : ι → ℝ} (hp : IsProbability p) {a c : ℝ}
    (ha : 1 < a) (hac : a ≤ c) :
    renyi p a ≤ a / (a - 1) * ((c - 1) / c) * renyi p c := by
  have ha0 : 0 < a := by linarith
  have hc0 : 0 < c := by linarith
  have hr : 0 ≤ c / a - 1 := sub_nonneg.2 ((one_le_div ha0).2 hac)
  have hZ := powerSum_pos hp a
  -- each term is at most the whole power sum
  have hterm : ∀ i, p i ^ c ≤ p i ^ a * powerSum p a ^ (c / a - 1) := by
    intro i
    have hx : 0 ≤ p i ^ a := Real.rpow_nonneg (hp.nonneg i) a
    have hle : p i ^ a ≤ powerSum p a :=
      Finset.single_le_sum (f := fun j => p j ^ a)
        (fun j _ => Real.rpow_nonneg (hp.nonneg j) a) (Finset.mem_univ i)
    have hexp : c = a * (1 + (c / a - 1)) := by
      rw [add_sub_cancel, mul_div_cancel₀ _ ha0.ne']
    have hsplit : p i ^ c = p i ^ a * (p i ^ a) ^ (c / a - 1) := by
      conv_lhs => rw [hexp]
      rw [Real.rpow_mul (hp.nonneg i), Real.rpow_add_of_nonneg hx zero_le_one hr, Real.rpow_one]
    rw [hsplit]
    exact mul_le_mul_of_nonneg_left (Real.rpow_le_rpow hx hle hr) hx
  have hsum : powerSum p c ≤ powerSum p a * powerSum p a ^ (c / a - 1) := by
    calc powerSum p c ≤ ∑ i, p i ^ a * powerSum p a ^ (c / a - 1) :=
          Finset.sum_le_sum fun i _ => hterm i
      _ = powerSum p a * powerSum p a ^ (c / a - 1) := by
          rw [← Finset.sum_mul]
          rfl
  have hlog := Real.log_le_log (powerSum_pos hp c) hsum
  rw [Real.log_mul hZ.ne' (Real.rpow_pos_of_pos hZ _).ne', Real.log_rpow hZ] at hlog
  have hlin : 0 ≤ c / a * Real.log (powerSum p a) - Real.log (powerSum p c) := by linarith
  have h1 : a - 1 ≠ 0 := by linarith
  have h2 : c - 1 ≠ 0 := by linarith
  have e : ∀ s, renyi p s = -(Real.log (powerSum p s) / (s - 1)) := by
    intro s
    rw [renyi, ← neg_sub s 1, div_neg]
  have hdiff : a / (a - 1) * ((c - 1) / c) * renyi p c - renyi p a
      = a / (c * (a - 1)) *
        (c / a * Real.log (powerSum p a) - Real.log (powerSum p c)) := by
    rw [e a, e c]
    field_simp
    ring
  have hfac : 0 ≤ a / (c * (a - 1)) :=
    div_nonneg ha0.le (mul_nonneg hc0.le (by linarith))
  have hnonneg := mul_nonneg hfac hlin
  linarith

end

end RenyiMonotonicity
```

```lean
#print axioms RenyiMonotonicity.renyi_monotonicity
#print axioms RenyiMonotonicity.renyi_eq_iff_flat
#print axioms RenyiMonotonicity.renyi_reverse_bound
```

```
'RenyiMonotonicity.renyi_monotonicity' depends on axioms: [propext, Classical.choice, Quot.sound]
'RenyiMonotonicity.renyi_eq_iff_flat' depends on axioms: [propext, Classical.choice, Quot.sound]
'RenyiMonotonicity.renyi_reverse_bound' depends on axioms: [propext, Classical.choice, Quot.sound]
```
